# Acting with L·S on a real differentiable function of x̂·b gives a Hermitian spin-orbit kernel

A norm-conserving pseudopotential can act differently on different orbital angular momenta $l$. To select one $l$, it uses an angular projector whose kernel is proportional to $P_l(\cos\gamma)$, where $\gamma$ is the angle between the directions $\hat x$ and $b$. With spin-orbit coupling, the operator $\mathbf L\cdot\mathbf S$ acts on this kernel as well. With $\hbar=1$ and the constant factor of the projector left out, the result should be

$$K(a,b)=-i\,f'(a\cdot b)\,(a\times b)\cdot\frac{\sigma}{2},\qquad f=P_l,\quad a=\hat x .$$

At fixed directions this is an imaginary vector contracted with Hermitian matrices, so the $2\times2$ matrix is anti-Hermitian. Yet the spin-orbit energy has to be real. Both the formula and the Hermiticity of the kernel are derived below for a real function $f$, differentiable where its derivative is taken.

```lean
import Mathlib

open Matrix

namespace SpinOrbitKernel

noncomputable section
```

## Directions, angular momentum and spin

Positions are triples of real numbers with components $x_0,x_1,x_2$. The Euclidean length is $|x|=\sqrt{x\cdot x}$, and the direction of a nonzero $x$ is $\hat x=x/|x|$.

```lean
/-- The direction `x / |x|` of a nonzero vector `x`. -/
def dir (x : Fin 3 → ℝ) : Fin 3 → ℝ := (√(x ⬝ᵥ x))⁻¹ • x
```

For a fixed vector $b$, the wave function of interest is $F(x)=f(\hat x\cdot b)$. Its values are real, but it is stored as a complex function because $\mathbf L$ brings in a factor $-i$. If $b$ is a unit vector, the argument of $f$ is $\cos\gamma$; the derivation of $\mathbf LF$ does not need that.

```lean
/-- The function `F(x) = f(x · b / |x|)` of a nonzero position `x`, as a complex wave function. -/
def zonal (f : ℝ → ℝ) (b x : Fin 3 → ℝ) : ℂ := ((f (dir x ⬝ᵥ b) : ℝ) : ℂ)
```

The gradient has the components $(\nabla\psi)_k=\partial\psi/\partial x_k$. In Lean each one is the Fréchet derivative applied to the $k$-th basis vector.

```lean
/-- The gradient of a wave function, for wave functions differentiable at `x`. -/
def grad (ψ : (Fin 3 → ℝ) → ℂ) (x : Fin 3 → ℝ) : Fin 3 → ℂ :=
  fun k => fderiv ℝ ψ x (Pi.single k 1)
```

In units of $\hbar$, the orbital angular momentum is the differential operator $\mathbf L\psi=-i\,x\times\nabla\psi$.

```lean
/-- Orbital angular momentum `L ψ = -i x × ∇ψ`, in units of `ħ`. -/
def angMom (ψ : (Fin 3 → ℝ) → ℂ) (x : Fin 3 → ℝ) : Fin 3 → ℂ :=
  (-Complex.I) • ((fun k => (x k : ℂ)) ⨯₃ grad ψ x)
```

The spin is $\mathbf S=\sigma/2$, with the Pauli matrices in their usual representation. `pauli 0`, `pauli 1` and `pauli 2` are $\sigma_x,\sigma_y,\sigma_z$.

```lean
/-- The three Pauli matrices. -/
def pauli : Fin 3 → Matrix (Fin 2) (Fin 2) ℂ :=
  ![!![0, 1; 1, 0], !![0, -Complex.I; Complex.I, 0], !![1, 0; 0, -1]]
```

A complex vector $v$ is contracted with the spin as $v\cdot\mathbf S=\sum_k v_k\sigma_k/2$. When $v=\mathbf LF$, this is the matrix by which $\mathbf L\cdot\mathbf S$, acting on $F$ times a constant spinor, multiplies that spinor.

```lean
/-- The contraction `v · σ / 2` of a complex vector with the electron spin. -/
def spinDot (v : Fin 3 → ℂ) : Matrix (Fin 2) (Fin 2) ℂ :=
  ∑ k, v k • ((1 / 2 : ℂ) • pauli k)
```

The kernel $K(a,b)$ is the contraction of the vector $-i f'(a\cdot b)\,a\times b$. Lean's `deriv f` is zero where $f$ has no derivative, so the theorems about $K$ alone need no assumption on $f$; their physical content lies where $f'$ exists.

```lean
/-- The spin-orbit kernel `K(a, b) = -i f'(a · b) (a × b) · σ / 2`, for differentiable `f`. -/
def soKernel (f : ℝ → ℝ) (a b : Fin 3 → ℝ) : Matrix (Fin 2) (Fin 2) ℂ :=
  spinDot fun k => -Complex.I * ((deriv f (a ⬝ᵥ b) : ℝ) : ℂ) * (((a ⨯₃ b) k : ℝ) : ℂ)
```

## The gradient away from the origin

For $x\neq0$, the sum of squares $x\cdot x$ is strictly positive. This permits division by $|x|$ and differentiation of the square root.

```lean
variable {f : ℝ → ℝ} {b x : Fin 3 → ℝ}

lemma dot_self_pos (hx : x ≠ 0) : 0 < x ⬝ᵥ x :=
  lt_of_le_of_ne (Finset.sum_nonneg fun i _ => mul_self_nonneg (x i))
    fun h => hx (dotProduct_self_eq_zero.mp h.symm)
```

Both $x\cdot x$ and $x\cdot b$ are polynomials in the components. Hence $\hat x\cdot b=(x\cdot b)/\sqrt{x\cdot x}$ is differentiable at $x\ne0$, and so is $F$ if $f$ is differentiable at $\hat x\cdot b$. The proof assembles these facts in the same order: `hs` and `hb` for the polynomials, `hc` for the quotient, and the chain rule at the end.

The condition $x\neq0$ matters here. Take $f(t)=t$ and let $b$ be the unit vector along axis 2. Then $F(x)=x_2/|x|$ is $1$ on the positive half of that axis and $-1$ on the negative half. It has no limit at the origin, so differentiability fails there.

```lean
/-- Away from the origin, `f(x · b / |x|)` is differentiable in `x` if `f` is differentiable
at `x · b / |x|`. -/
theorem zonal_differentiableAt (hx : x ≠ 0) (hf : DifferentiableAt ℝ f (dir x ⬝ᵥ b)) :
    DifferentiableAt ℝ (zonal f b) x := by
  have h := dot_self_pos hx
  have hs : DifferentiableAt ℝ (fun y : Fin 3 → ℝ => y ⬝ᵥ y) x := by
    simp only [dotProduct, Fin.sum_univ_three]
    fun_prop
  have hb : DifferentiableAt ℝ (fun y : Fin 3 → ℝ => y ⬝ᵥ b) x := by
    simp only [dotProduct, Fin.sum_univ_three]
    fun_prop
  have hc : DifferentiableAt ℝ (fun y : Fin 3 → ℝ => dir y ⬝ᵥ b) x := by
    simp only [dir, smul_dotProduct, smul_eq_mul]
    exact ((hs.sqrt h.ne').inv (Real.sqrt_pos.mpr h).ne').mul hb
  exact Complex.ofRealCLM.differentiableAt.comp x
    (DifferentiableAt.comp (f := fun y : Fin 3 → ℝ => dir y ⬝ᵥ b) x hf hc)
```

To find the derivative along $v$, follow the line $x+tv$. On it,

$$|x+tv|^2=x\cdot x+2t\,x\cdot v+t^2\,v\cdot v,$$

so at $t=0$ the squared length has derivative $2\,x\cdot v$, and the length has derivative $x\cdot v/|x|$. The numerator $(x+tv)\cdot b$ has derivative $v\cdot b$. The quotient rule and the chain rule give

$$\partial_vF=f'(\hat x\cdot b)\left[\frac{v\cdot b}{|x|}-\frac{(x\cdot b)(x\cdot v)}{|x|^3}\right].$$

In the proof, `hs`, `hr` and `hb` are the derivatives of the squared length, the length and the numerator. The quotient rule is `hq`, and the last line is the chain rule.

```lean
/-- For `x ≠ 0` and `f` differentiable at `x · b / |x|`, the derivative of `f(x · b / |x|)` along
`v` is `f'(x · b / |x|)` times `v · b / |x| - (x · b)(x · v) / |x|³`. -/
theorem zonal_fderiv (hx : x ≠ 0) (hf : DifferentiableAt ℝ f (dir x ⬝ᵥ b)) (v : Fin 3 → ℝ) :
    fderiv ℝ (zonal f b) x v = ((deriv f (dir x ⬝ᵥ b) *
      (v ⬝ᵥ b / √(x ⬝ᵥ x) - (x ⬝ᵥ b) * (x ⬝ᵥ v) / √(x ⬝ᵥ x) ^ 3) : ℝ) : ℂ) := by
  have h := dot_self_pos hx
  have hr0 := (Real.sqrt_pos.mpr h).ne'
  have hx0 : x + (0 : ℝ) • v = x := by simp
  -- restrict to the line through x in direction v
  rw [← (zonal_differentiableAt hx hf).lineDeriv_eq_fderiv]
  apply HasLineDerivAt.lineDeriv
  show HasDerivAt (fun t : ℝ => ((f (dir (x + t • v) ⬝ᵥ b) : ℝ) : ℂ)) _ 0
  apply HasDerivAt.ofReal_comp
  have hs : HasDerivAt (fun t : ℝ => (x + t • v) ⬝ᵥ (x + t • v)) (2 * (x ⬝ᵥ v)) 0 := by
    have e : (fun t : ℝ => (x + t • v) ⬝ᵥ (x + t • v)) =
        fun t => (x ⬝ᵥ x + t * (2 * (x ⬝ᵥ v))) + t ^ 2 * (v ⬝ᵥ v) := by
      funext t
      simp only [dotProduct, Fin.sum_univ_three, Pi.add_apply, Pi.smul_apply, smul_eq_mul]
      ring
    rw [e]
    exact ((((hasDerivAt_id (0 : ℝ)).mul_const (2 * (x ⬝ᵥ v))).const_add (x ⬝ᵥ x)).add
      (((hasDerivAt_id (0 : ℝ)).pow 2).mul_const (v ⬝ᵥ v))).congr_deriv (by simp)
  have hb : HasDerivAt (fun t : ℝ => (x + t • v) ⬝ᵥ b) (v ⬝ᵥ b) 0 := by
    simp only [add_dotProduct, smul_dotProduct, smul_eq_mul]
    exact (((hasDerivAt_id (0 : ℝ)).mul_const (v ⬝ᵥ b)).const_add (x ⬝ᵥ b)).congr_deriv
      (by simp)
  have hr := hs.sqrt (by simpa only [hx0] using h.ne')
  have hq : HasDerivAt (fun t : ℝ => dir (x + t • v) ⬝ᵥ b)
      (v ⬝ᵥ b / √(x ⬝ᵥ x) - (x ⬝ᵥ b) * (x ⬝ᵥ v) / √(x ⬝ᵥ x) ^ 3) 0 := by
    have e : (fun t : ℝ => dir (x + t • v) ⬝ᵥ b) =
        fun t => ((x + t • v) ⬝ᵥ b) / √((x + t • v) ⬝ᵥ (x + t • v)) := by
      funext t
      rw [dir, smul_dotProduct, smul_eq_mul, div_eq_inv_mul]
    rw [e]
    refine (hb.fun_div hr (by simpa only [hx0] using hr0)).congr_deriv ?_
    simp only [hx0]
    generalize √(x ⬝ᵥ x) = r at hr0 ⊢
    field_simp
  have hf' : HasDerivAt f (deriv f (dir x ⬝ᵥ b)) (dir (x + (0 : ℝ) • v) ⬝ᵥ b) := by
    rw [hx0]
    exact hf.hasDerivAt
  exact HasDerivAt.comp (h := fun t : ℝ => dir (x + t • v) ⬝ᵥ b) 0 hf' hq
```

## The radial part drops out

Taking $v$ along each axis in turn gives the gradient

$$\nabla F=f'(\hat x\cdot b)\left[\frac{b}{|x|}-\frac{(x\cdot b)\,x}{|x|^3}\right].$$

The second term is parallel to $x$, and $x\times x=0$. Therefore

$$\mathbf LF=-i\,x\times\nabla F=-i\,f'(\hat x\cdot b)\,\hat x\times b .$$

The gradient is `hg` in the proof. The cross product is then expanded in its three components, where `ring` carries out the cancellation.

```lean
/-- For `x ≠ 0` and `f` differentiable at `x · b / |x|`, the orbital angular momentum of
`f(x · b / |x|)` is `-i f'(x · b / |x|) (x / |x|) × b`. -/
theorem angMom_zonal (hx : x ≠ 0) (hf : DifferentiableAt ℝ f (dir x ⬝ᵥ b)) :
    angMom (zonal f b) x = fun k =>
      -Complex.I * ((deriv f (dir x ⬝ᵥ b) : ℝ) : ℂ) * (((dir x ⨯₃ b) k : ℝ) : ℂ) := by
  have hg : grad (zonal f b) x = fun k => ((deriv f (dir x ⬝ᵥ b) *
      (b k / √(x ⬝ᵥ x) - (x ⬝ᵥ b) * x k / √(x ⬝ᵥ x) ^ 3) : ℝ) : ℂ) := by
    funext k
    show fderiv ℝ (zonal f b) x (Pi.single k 1) = _
    rw [zonal_fderiv hx hf]
    simp
  generalize deriv f (dir x ⬝ᵥ b) = d at hg ⊢
  -- the radial part of the gradient drops out of the cross product
  ext k
  fin_cases k <;> simp [angMom, hg, cross_apply, dir] <;> ring
```

Contracting both sides with $\mathbf S$ gives $\mathbf L\cdot\mathbf S\,F=K(\hat x,b)$. The theorem also states that $F$ is differentiable at $x$, so the gradient in $\mathbf L$ is a genuine one. Its hypotheses are $x\neq0$ and differentiability of $f$ at the single point $\hat x\cdot b$; a Legendre polynomial satisfies the latter everywhere.

```lean
/-- For `x ≠ 0` and `f` differentiable at `x · b / |x|`, the function `f(x · b / |x|)` is
differentiable at `x`, and `L · S` turns it into the spin-orbit kernel `K(x / |x|, b)`. -/
theorem spinOrbit_zonal (hx : x ≠ 0) (hf : DifferentiableAt ℝ f (dir x ⬝ᵥ b)) :
    DifferentiableAt ℝ (zonal f b) x ∧
      spinDot (angMom (zonal f b) x) = soKernel f (dir x) b :=
  ⟨zonal_differentiableAt hx hf, congrArg spinDot (angMom_zonal hx hf)⟩
```

## Exchanging the directions and taking the adjoint

Written out, the spin contraction is

$$v\cdot\frac{\sigma}{2}=\frac12\begin{pmatrix}v_2&v_0-iv_1\\ v_0+iv_1&-v_2\end{pmatrix}.$$

```lean
lemma spinDot_eq (v : Fin 3 → ℂ) : spinDot v =
    !![v 2 / 2, (v 0 - Complex.I * v 1) / 2; (v 0 + Complex.I * v 1) / 2, -v 2 / 2] := by
  ext i j
  fin_cases i <;> fin_cases j <;> simp [spinDot, pauli, Fin.sum_univ_three] <;> ring
```

The Pauli matrices are Hermitian, so the adjoint only conjugates the coefficients: $(v\cdot\sigma/2)^\dagger=v^*\cdot\sigma/2$. The proof compares the four entries.

```lean
lemma spinDot_conjTranspose (v : Fin 3 → ℂ) : (spinDot v)ᴴ = spinDot (star v) := by
  rw [spinDot_eq, spinDot_eq]
  ext i j
  fin_cases i <;> fin_cases j <;> simp [conjTranspose_apply]
  ring
```

Apply this to $K(b,a)$. Conjugation turns $-i$ into $+i$, and $b\times a=-a\times b$ restores the sign:

$$K(b,a)^\dagger=i f'(b\cdot a)\,(b\times a)\cdot\frac{\sigma}{2}=-i f'(a\cdot b)\,(a\times b)\cdot\frac{\sigma}{2}=K(a,b).$$

This is Hermiticity of a kernel, in which the adjoint exchanges the directions as well as the spin indices. It holds for all real vectors $a$ and $b$, of unit length or not. The rewrites with `dotProduct_comm` and `cross_anticomm` are the two symmetries just used.

```lean
/-- The spin-orbit kernel is Hermitian: exchanging the two directions and taking the adjoint
in spin space gives the kernel back. -/
theorem soKernel_conjTranspose (f : ℝ → ℝ) (a b : Fin 3 → ℝ) :
    (soKernel f b a)ᴴ = soKernel f a b := by
  rw [soKernel, spinDot_conjTranspose, soKernel, dotProduct_comm b a, ← cross_anticomm a b]
  congr 1
  funext k
  simp
```

## A real spin-orbit energy

Take finitely many directions $n_i$ with two-component amplitudes $\psi_i$, and form

$$Q=\sum_{i,j}\psi_i^\dagger K(n_i,n_j)\psi_j .$$

Conjugating each term and using Hermiticity gives

$$Q^*=\sum_{i,j}\psi_j^\dagger K(n_i,n_j)^\dagger\psi_i=\sum_{i,j}\psi_j^\dagger K(n_j,n_i)\psi_i=Q,$$

so $Q$ is real. The proof exchanges the two sums with `Finset.sum_comm` and then matches the terms.

In a finite plane-wave basis, with $n_i$ the directions of the wave vectors, $Q$ has the angular and spin structure of the one-electron spin-orbit energy in a single $l$ channel. A separable radial factor $c_i^*c_j$ can be absorbed into the amplitudes; a general radial factor is not part of this model.

```lean
/-- The quadratic form of the spin-orbit kernel, over any finite family of directions `n i` with
spinor amplitudes `ψ i`, is real. -/
theorem soKernel_form_real {ι : Type*} [Fintype ι] (f : ℝ → ℝ) (n : ι → Fin 3 → ℝ)
    (ψ : ι → Fin 2 → ℂ) :
    (∑ i, ∑ j, star (ψ i) ⬝ᵥ (soKernel f (n i) (n j) *ᵥ ψ j)).im = 0 := by
  apply Complex.conj_eq_iff_im.mp
  simp only [map_sum]
  -- conjugation exchanges the two directions
  rw [Finset.sum_comm]
  refine Finset.sum_congr rfl fun i _ => Finset.sum_congr rfl fun j _ => ?_
  rw [← soKernel_conjTranspose f (n i) (n j)]
  simp [dotProduct, mulVec, Fin.sum_univ_two, conjTranspose_apply]
  ring
```

## Time reversal

On spinors, time reversal combines complex conjugation with $\sigma_y$, and it sends a matrix $K$ to $\sigma_yK^*\sigma_y$. Since $\sigma_y\sigma_k^*\sigma_y=-\sigma_k$ and $-i$ is conjugated to $+i$, the two signs cancel:

$$\sigma_y\,K(a,b)^*\,\sigma_y=K(a,b).$$

Here $K^*$ is the entrywise conjugate, not the adjoint. The directions stay fixed, as is right for positions. For wave vectors both directions also change sign, which leaves $a\cdot b$ and $a\times b$ as they were. The proof checks the real and imaginary parts of all four entries.

```lean
/-- The spin-orbit kernel is invariant under time reversal: `σ_y K* σ_y = K`, where `K*` is the
entrywise complex conjugate. -/
theorem soKernel_timeReversal (f : ℝ → ℝ) (a b : Fin 3 → ℝ) :
    pauli 1 * (soKernel f a b).map (starRingEnd ℂ) * pauli 1 = soKernel f a b := by
  rw [soKernel, spinDot_eq]
  generalize deriv f (a ⬝ᵥ b) = d
  generalize a ⨯₃ b = c
  ext i j
  have h2 : (starRingEnd ℂ) (2 : ℂ) = 2 := by
    apply Complex.ext <;> simp only [Complex.conj_re, Complex.conj_im, Complex.im_ofNat, neg_zero]
  simp only [Matrix.mul_apply, Fin.sum_univ_two, Matrix.map_apply]
  fin_cases i <;> fin_cases j <;> apply Complex.ext <;> simp [pauli, h2] <;> ring
```

## The strength of the coupling

Let $a$ and $b$ now be unit vectors, and put $c=a\times b$. For a real vector, $(c\cdot\sigma)^2=(c\cdot c)\,1$, and $c\cdot c=1-(a\cdot b)^2$. Hence

$$K(a,b)^\dagger K(a,b)=\frac{f'(a\cdot b)^2\,\bigl(1-(a\cdot b)^2\bigr)}{4}\,1 .$$

With $a\cdot b=\cos\gamma$, the kernel scales the norm of every spinor by $|f'(\cos\gamma)\sin\gamma|/2$, and it vanishes for parallel and antiparallel directions. In the proof, `hc` evaluates $c\cdot c$, the only place where unit length enters, and the matrix product is then checked entry by entry.

```lean
/-- For unit vectors `a` and `b`, `K†K` is `f'(a · b)² (1 - (a · b)²) / 4` times the identity in
spin space. -/
theorem soKernel_strength (f : ℝ → ℝ) {a b : Fin 3 → ℝ} (ha : a ⬝ᵥ a = 1) (hb : b ⬝ᵥ b = 1) :
    (soKernel f a b)ᴴ * soKernel f a b =
      ((deriv f (a ⬝ᵥ b) ^ 2 * (1 - (a ⬝ᵥ b) ^ 2) / 4 : ℝ) : ℂ) • 1 := by
  have hc : (a ⨯₃ b) ⬝ᵥ (a ⨯₃ b) = 1 - (a ⬝ᵥ b) ^ 2 := by
    rw [cross_dot_cross, ha, hb, dotProduct_comm b a]
    ring
  rw [← hc, soKernel, spinDot_conjTranspose, spinDot_eq, spinDot_eq]
  generalize deriv f (a ⬝ᵥ b) = d
  generalize a ⨯₃ b = c
  ext i j
  fin_cases i <;> fin_cases j <;>
    simp [Matrix.mul_apply, Fin.sum_univ_two, dotProduct, Fin.sum_univ_three,
      Complex.ext_iff, pow_two] <;> constructor <;> ring

end

end SpinOrbitKernel
```

```lean
#print axioms SpinOrbitKernel.spinOrbit_zonal
-- 'SpinOrbitKernel.spinOrbit_zonal' depends on axioms: [propext, Classical.choice, Quot.sound]
#print axioms SpinOrbitKernel.soKernel_form_real
-- 'SpinOrbitKernel.soKernel_form_real' depends on axioms: [propext, Classical.choice, Quot.sound]
#print axioms SpinOrbitKernel.soKernel_timeReversal
-- 'SpinOrbitKernel.soKernel_timeReversal' depends on axioms: [propext, Classical.choice, Quot.sound]
#print axioms SpinOrbitKernel.soKernel_strength
-- 'SpinOrbitKernel.soKernel_strength' depends on axioms: [propext, Classical.choice, Quot.sound]
```
